# Values of a zero-mean observable in different independent uniform draws are uncorrelated

A real observable $Y$ on a finite, nonempty set of outcomes has zero mean under the uniform average. The lemma `avg_pair` takes strings of $M$ outcomes, all equally weighted, and states that the product of the values of $Y$ in draws $i$ and $j$ averages to the mean of $Y^2$ if $i = j$, and to zero otherwise. The proof first writes this product as a product over all draws, with factor 1 wherever a draw is not involved. It then uses `avg_prod` to turn the average into a product of single-draw averages, and treats $i = j$ and $i \neq j$ separately.

An attempt in Lean 4 with a fault in it:

```lean
import Mathlib

open Filter

namespace AvgPair

noncomputable section

/-- The uniform average of an observable over a finite, nonempty set of outcomes. -/
def avg {Ω : Type*} [Fintype Ω] (X : Ω → ℝ) : ℝ := (∑ w, X w) / (Fintype.card Ω : ℝ)

/-- The average of a product of single-step factors over all strings is the product of the
single-step averages. -/
theorem avg_prod {Ω : Type*} [Fintype Ω] {n : ℕ} (f : Fin n → Ω → ℝ) :
    avg (fun w : Fin n → Ω => ∏ k, f k (w k)) = ∏ k, avg (f k) := by
  simp only [avg]
  rw [Finset.prod_div_distrib, Finset.prod_univ_sum, Fintype.piFinset_univ]
  simp

/-- For an observable `Y` of zero mean, the product of its values in draws `i` and `j` averages to
the mean of `Y ^ 2` if `i = j`, and to zero otherwise. -/
theorem avg_pair {Ω : Type*} [Fintype Ω] [Nonempty Ω] {M : ℕ} (Y : Ω → ℝ)
    (hY : avg Y = 0) (i j : Fin M) :
    avg (fun w : Fin M → Ω => Y (w i) * Y (w j)) =
      if i = j then avg (fun x => Y x ^ 2) else 0 := by
  -- write the pair as a product over all draws, with factor 1 on the idle ones
  have h : (fun w : Fin M → Ω => Y (w i) * Y (w j)) = fun w =>
      ∏ k, ((if k = i then Y (w k) else 1) * (if k = j then Y (w k) else 1)) := by
    funext w
    simp [Finset.prod_mul_distrib]
  rw [h]
  refine (avg_prod (fun k x =>
    (if k = i then Y x else 1) * (if k = j then Y x else 1))).trans ?_
  by_cases hij : i = j
  · subst hij
    rw [Finset.prod_eq_single i]
    · simp [sq]
    · intro k _ hk
      simp [avg, hk]
    · intro hi
      exact absurd (Finset.mem_univ i) hi
  · rw [if_neg hij]
    refine Finset.prod_eq_zero (Finset.mem_univ i) ?_
    simpa [hij] using hY

end

end AvgPair
```

The compiler's answer:

```
Main.lean:28:80: error: unsolved goals
Ω : Type u_1
inst✝¹ : Fintype Ω
inst✝ : Nonempty Ω
M : ℕ
Y : Ω → ℝ
hY : avg Y = 0
i j : Fin M
w : Fin M → Ω
⊢ Y (w i) * Y (w j) = ∏ x, if x = j then if x = i then Y (w x) * Y (w x) else Y (w x) else if x = i then Y (w x) else 1
Main.lean:30:10: warning: This simp argument is unused:
  Finset.prod_mul_distrib

Hint: Omit it from the simp argument list.
  [apply] simp

Note: This linter can be disabled with `set_option linter.unusedSimpArgs false`
```

The mended proof, as a diff:

```diff
@@ -28,5 +28,6 @@
       ∏ k, ((if k = i then Y (w k) else 1) * (if k = j then Y (w k) else 1)) := by
     funext w
-    simp [Finset.prod_mul_distrib]
+    rw [Finset.prod_mul_distrib]
+    simp
   rw [h]
   refine (avg_prod (fun k x =>
```

Cause. The error is in the auxiliary identity `h`, which writes the pair as a product over all draws. `Finset.prod_mul_distrib` was meant to split that product into two, one for `i` and one for `j`. But `simp` simplifies the body of a product before the product itself, and there it moved the multiplication inside the `if`s. The remaining goal shows the result: a single product over nested `if`s, whose body is no longer a multiplication. `Finset.prod_mul_distrib` then had nothing to match, which is why the linter reports it as unused, and `simp` could not evaluate the nested form.

The repair does the splitting first, with `rw [Finset.prod_mul_distrib]`, while the body is still a multiplication. Each of the two resulting products has a single `if`, with factor 1 everywhere except at one draw. The plain `simp` that follows reduces them to `Y (w i)` and `Y (w j)`, which closes the goal.
